# Series law for a chain of quantum Hall p-n junctions with full edge equilibration

Take regions $j = 0, \dots, m$ of alternating p and n type in the quantum Hall regime. Region $j$ has $n_j > 0$ edge channels, which run to the right at potential $a_j$ and to the left at potential $b_j$, and so it carries the current $I_j = n_j(a_j - b_j)$ in units of $e^2/h$ times potential. If the edge channels equilibrate fully at every junction, then $I_j$ has one value $I$ in all regions and

$$a_0 - b_m = I \sum_{j=0}^{m} \frac{1}{n_j}.$$

The regions act as resistors $1/n_j$, in units of $h/e^2$, in series.

## Physical setting

The sample is a strip in a perpendicular magnetic field, with a reservoir at each end and gates that divide it into $m+1$ regions. The bulk of each region is insulating and current flows in chiral edge channels. In linear response a channel at potential $V$ carries the current $(e^2/h)V$ in its direction of propagation. With $e^2/h = 1$, the $n_j$ right-moving channels of region $j$ carry $n_j a_j$ to the right, the $n_j$ left-moving channels carry $n_j b_j$ to the left, and the net current is $I_j = n_j(a_j - b_j)$.

Neighbouring regions have opposite carrier type, so their edge channels circulate in opposite senses. At the junction between regions $j$ and $j+1$, the right-moving edge of region $j$ (potential $a_j$) and the left-moving edge of region $j+1$ (potential $b_{j+1}$) therefore arrive on the same side of the strip. They turn and run side by side along the interface in the same direction, and on the far side they separate: $n_j$ channels go left as the edge $b_j$ and $n_{j+1}$ channels go right as the edge $a_{j+1}$.

Full equilibration means that all $n_j + n_{j+1}$ channels reach the far side at one common potential $y$. The current that enters the interface is $n_j a_j + n_{j+1} b_{j+1}$ and the current that leaves it is $(n_j + n_{j+1})\,y$, so

$$a_{j+1} = b_j = \frac{n_j a_j + n_{j+1} b_{j+1}}{n_j + n_{j+1}}, \qquad j = 0, \dots, m-1. \tag{E}$$

The edges $a_0$ and $b_m$ do not leave any junction. They come from the left and right reservoirs, and $a_0 - b_m$ is the applied bias. The result gives the two-terminal conductance of gate-defined p-n, p-n-p and longer structures, such as those made in graphene, within an incoherent linear-response model in which mixing along each interface is taken to be complete.

## Statement

Write $R_k = \sum_{i=0}^{k-1} 1/n_i$ for the resistance of the first $k$ regions, with $R_0 = 0$, so that $R_{m+1}$ is the total. Assume $n_j > 0$ for all $j \le m$.

1. Condition (E) holds if and only if $a_{j+1} = b_j$ for all $j < m$ and $I_j = I_0$ for all $j \le m$ (`equilibrated_iff`).
2. Under (E), for every $j \le m$, $a_j = a_0 - I_0 R_j$ and $b_j = a_0 - I_0 R_{j+1}$ (`potential_profile`).
3. Under (E), $I_j = I_0$ for every $j \le m$ and $a_0 - b_m = I_0 \sum_{j=0}^{m} 1/n_j$ (`series_law`). Since $R_{m+1} > 0$, also $I_j = (a_0 - b_m)/R_{m+1}$ (`current_eq_bias_div`).
4. For any real $V_L$ and $V_R$ define the staircase
$$s_k = V_L - \frac{V_L - V_R}{R_{m+1}}\,R_k .$$
Then $a_j = s_j$, $b_j = s_{j+1}$ satisfies (E) with $a_0 = V_L$ and $b_m = V_R$ (`equilibrated_witness`). Every solution of (E) coincides, for $j \le m$, with the staircase built from $V_L = a_0$ and $V_R = b_m$ (`eq_staircase`).
5. For three regions ($m = 2$),
$$I_0 = \frac{n_0 n_1 n_2}{n_0 n_1 + n_1 n_2 + n_0 n_2}\,(a_0 - b_2)$$
(`three_regions`).

The case $m = 0$ is allowed. There is then no junction, (E) is empty, and the series law reads $a_0 - b_0 = I_0/n_0$, which is the definition of $I_0$ rearranged. For $m = 1$ statement 3 reads $I_0 = (a_0 - b_1)/(1/n_0 + 1/n_1)$, the single p-n junction.

## Derivation

**One junction.** Let $n, n' > 0$ be the channel numbers, $x$ and $z$ the incoming potentials, and $y$ a third potential. Because $n + n' \neq 0$,

$$y = \frac{n x + n' z}{n + n'} \iff (n + n')\,y = n x + n' z \iff n(x - y) = n'(y - z).$$

Put $n = n_j$, $n' = n_{j+1}$, $x = a_j$, $y = b_j$, $z = b_{j+1}$. The second equality of (E) becomes $n_j(a_j - b_j) = n_{j+1}(b_j - b_{j+1})$. The first equality, $a_{j+1} = b_j$, turns the right side into $n_{j+1}(a_{j+1} - b_{j+1})$, so $I_j = I_{j+1}$.

**Uniform current.** From $I_{j+1} = I_j$ for each $j < m$, induction on $j$ gives $I_j = I_0$ for all $j \le m$. Conversely, suppose $a_{j+1} = b_j$ for $j < m$ and all currents equal $I_0$. Then $n_j(a_j - b_j) = n_{j+1}(a_{j+1} - b_{j+1}) = n_{j+1}(b_j - b_{j+1})$, and the junction equivalence read from right to left says that $b_j$ is the weighted mean. This is statement 1.

**Potential profile.** Write $I = I_0$. Dividing $n_k(a_k - b_k) = I$ by $n_k$ gives the potential difference between the two opposite edges of region $k$, which is its Hall voltage:

$$b_k = a_k - \frac{I}{n_k}, \qquad k \le m .$$

The claim $a_k = a_0 - I R_k$ holds at $k = 0$ because $R_0 = 0$. If it holds at some $k < m$, then

$$a_{k+1} = b_k = a_k - \frac{I}{n_k} = a_0 - I\left(R_k + \frac{1}{n_k}\right) = a_0 - I R_{k+1}.$$

One more drop gives $b_j = a_j - I/n_j = a_0 - I R_{j+1}$ for every $j \le m$. This is statement 2.

**Series law.** At $j = m$ the profile reads $b_m = a_0 - I R_{m+1}$, that is $a_0 - b_m = I R_{m+1}$. The sum $R_{m+1}$ has at least the term $1/n_0$ and all its terms are positive, so $R_{m+1} > 0$ and $I = (a_0 - b_m)/R_{m+1}$.

**Existence and uniqueness.** Set $c = (V_L - V_R)/R_{m+1}$, so $s_k = V_L - c R_k$. With $a_j = s_j$ and $b_j = s_{j+1}$ the relation $a_{j+1} = b_j$ holds by construction, and

$$n_j(s_j - s_{j+1}) = n_j\, c\,(R_{j+1} - R_j) = n_j\, c\, \frac{1}{n_j} = c$$

for every $j \le m$. Statement 1 then gives (E). The ends are $s_0 = V_L$ and $s_{m+1} = V_L - c R_{m+1} = V_R$. For uniqueness, insert $I = (a_0 - b_m)/R_{m+1}$ into the profile: $a_j = a_0 - (a_0 - b_m)R_j/R_{m+1}$, and the same with $R_{j+1}$ for $b_j$. These are $s_j$ and $s_{j+1}$ for $V_L = a_0$, $V_R = b_m$.

**Three regions.** Multiply $a_0 - b_2 = I(1/n_0 + 1/n_1 + 1/n_2)$ by $n_0 n_1 n_2$ to get $n_0 n_1 n_2 (a_0 - b_2) = I(n_1 n_2 + n_0 n_2 + n_0 n_1)$, and divide by the positive bracket.

**Voltage across one junction.** The profile also fixes what two probes placed on either side of the junction between $j$ and $j+1$, with $j < m$, would read if they drew no current. On the side of the strip where the edges leave the interface the reading is $b_j - a_{j+1} = 0$. On the side where they arrive it is

$$a_j - b_{j+1} = I\,(R_{j+2} - R_j) = I\left(\frac{1}{n_j} + \frac{1}{n_{j+1}}\right).$$

The file has no theorem for this last formula, which is obtained here by subtracting two cases of statement 2.

## What the formal version assumes

The data are three functions `n a b : ℕ → ℝ`, indexed by region exactly as above, and a natural number `m`. The chain has $m+1$ regions and $m$ junctions. The definitions correspond to the physics as follows.

- `mixed n n' x z` is the weighted mean $(n x + n' z)/(n + n')$.
- `current n a b j` is $I_j = n_j(a_j - b_j)$, positive to the right, with $e^2/h = 1$.
- `Equilibrated m n a b` is (E), written for each `j < m` as the pair `a (j + 1) = b j` and `b j = mixed (n j) (n (j + 1)) (a j) (b (j + 1))`.
- `seriesResistance n k` is $R_k$; `range k` runs over $0, \dots, k-1$, so the total is `seriesResistance n (m + 1)`.
- `staircase m n VL VR k` is $s_k$.

The hypothesis `hn : ∀ j ≤ m, 0 < n j` is the only condition on the channel numbers. Every theorem about the chain assumes it, and `mixed_iff` assumes the same of its two channel numbers, also where the docstring does not repeat it. They are real, so the theorems cover any positive edge conductance in units of $e^2/h$, with integer channel counts as a special case. For a p region $n_j$ is the magnitude of the filling factor. The functions have values at indices above $m$ as well; these are unconstrained, and the conclusions concern $j \le m$ only.

Full equilibration is a hypothesis. It is not derived from a scattering matrix, from disorder or from inelastic processes along the interface, and partial mixing, spin- or valley-selective mixing and phase-coherent interference between junctions are not described. The alternation of p and n type appears nowhere as a sign or a label. It enters only through the form of `Equilibrated`, in which all channels of both regions share the interface. A junction between two regions of the same carrier type, where some channels pass straight across, obeys a different rule and is not covered. The linear relation between current and potential, the absence of bulk conduction and the single potential per edge are built into `current`. Reading $a_0$ and $b_m$ as reservoir potentials supposes ideal contacts; in the file they are simply the two edge potentials that no junction condition places on an outgoing edge.

## The Lean file

```lean
import Mathlib

open Finset

namespace QuantumHallPNChain

noncomputable section

/-- Channel-weighted mean potential of `n` channels at potential `x` and `n'` channels at
potential `z`. -/
def mixed (n n' x z : ℝ) : ℝ := (n * x + n' * z) / (n + n')

/-- Current in region `j` in units of `e²/h` times potential: `n j` channels move right at potential `a j`
and left at potential `b j`. -/
def current (n a b : ℕ → ℝ) (j : ℕ) : ℝ := n j * (a j - b j)

/-- Full equilibration at each junction of the regions `0, …, m`: both outgoing edges
`a (j+1)` and `b j` carry the weighted mean of the incoming edges `a j` and `b (j+1)`. -/
def Equilibrated (m : ℕ) (n a b : ℕ → ℝ) : Prop :=
  ∀ j < m, a (j + 1) = b j ∧ b j = mixed (n j) (n (j + 1)) (a j) (b (j + 1))

/-- Sum of the resistances `1 / n i` (in units of `h/e²`) of the first `k` regions. -/
def seriesResistance (n : ℕ → ℝ) (k : ℕ) : ℝ := ∑ i ∈ range k, 1 / n i

/-- Potential staircase from `VL` to `VR`: after `k` regions the potential has dropped by
the total bias over the total resistance, times the resistance of those `k` regions. -/
def staircase (m : ℕ) (n : ℕ → ℝ) (VL VR : ℝ) (k : ℕ) : ℝ :=
  VL - (VL - VR) / seriesResistance n (m + 1) * seriesResistance n k

/-- At one junction, `y` is the weighted mean of the incoming potentials `x` and `z` exactly
when the currents `n (x - y)` and `n' (y - z)` agree. -/
theorem mixed_iff {n n' : ℝ} (hn : 0 < n) (hn' : 0 < n') (x y z : ℝ) :
    y = mixed n n' x z ↔ n * (x - y) = n' * (y - z) := by
  have hne : n + n' ≠ 0 := (add_pos hn hn').ne'
  unfold mixed
  rw [eq_div_iff hne]
  constructor
  · intro h
    linear_combination (-1 : ℝ) * h
  · intro h
    linear_combination (-1 : ℝ) * h

/-- Full equilibration holds exactly when the two outgoing edges of each junction share one
potential and the current is the same in all regions. -/
theorem equilibrated_iff {m : ℕ} {n : ℕ → ℝ} (hn : ∀ j ≤ m, 0 < n j) (a b : ℕ → ℝ) :
    Equilibrated m n a b ↔
      (∀ j < m, a (j + 1) = b j) ∧ ∀ j ≤ m, current n a b j = current n a b 0 := by
  constructor
  · intro h
    refine ⟨fun j hj => (h j hj).1, fun j => ?_⟩
    induction j with
    | zero => intro _; rfl
    | succ j ih =>
      intro hj
      obtain ⟨h1, h2⟩ := h j (by omega)
      -- current conservation across the junction between `j` and `j + 1`
      have h3 := (mixed_iff (hn j (by omega)) (hn (j + 1) hj) _ _ _).mp h2
      have h4 : current n a b (j + 1) = current n a b j := by
        unfold current
        rw [h1]
        exact h3.symm
      exact h4.trans (ih (by omega))
  · rintro ⟨h1, h2⟩ j hj
    refine ⟨h1 j hj, (mixed_iff (hn j (by omega)) (hn (j + 1) (by omega)) _ _ _).mpr ?_⟩
    have h4 : n j * (a j - b j) = n (j + 1) * (a (j + 1) - b (j + 1)) :=
      (h2 j (by omega)).trans (h2 (j + 1) (by omega)).symm
    rw [h1 j hj] at h4
    exact h4

/-- The total resistance of the regions `0, …, m` is positive. -/
theorem seriesResistance_pos {m : ℕ} {n : ℕ → ℝ} (hn : ∀ j ≤ m, 0 < n j) :
    0 < seriesResistance n (m + 1) :=
  Finset.sum_pos
    (fun i hi => one_div_pos.mpr (hn i (by have := Finset.mem_range.mp hi; omega)))
    ⟨0, by simp⟩

/-- Under full equilibration the edge potentials of region `j` lie below `a 0` by the
current times the resistance of the first `j`, respectively `j + 1`, regions. -/
theorem potential_profile {m : ℕ} {n a b : ℕ → ℝ} (hn : ∀ j ≤ m, 0 < n j)
    (h : Equilibrated m n a b) {j : ℕ} (hj : j ≤ m) :
    a j = a 0 - current n a b 0 * seriesResistance n j ∧
      b j = a 0 - current n a b 0 * seriesResistance n (j + 1) := by
  obtain ⟨hlink, hcur⟩ := (equilibrated_iff hn a b).mp h
  generalize current n a b 0 = I at hcur ⊢
  have hR : ∀ k, seriesResistance n (k + 1) = seriesResistance n k + 1 / n k :=
    fun k => Finset.sum_range_succ _ _
  -- each region drops the voltage `I / n k`
  have hd : ∀ k ≤ m, b k = a k - I * (1 / n k) := by
    intro k hk
    have h1 : n k * (1 / n k) = 1 := mul_one_div_cancel (hn k hk).ne'
    have h2 : n k * (a k - b k) = I := hcur k hk
    linear_combination (-(1 / n k)) * h2 + (a k - b k) * h1
  -- the drops add up because `a (k + 1) = b k`
  have ha : ∀ k, k ≤ m → a k = a 0 - I * seriesResistance n k := by
    intro k
    induction k with
    | zero => intro _; simp [seriesResistance]
    | succ k ih =>
      intro hk
      rw [hR k]
      linear_combination hlink k (by omega) + hd k (by omega) + ih (by omega)
  refine ⟨ha j hj, ?_⟩
  rw [hR j]
  linear_combination hd j hj + ha j hj

/-- Under full equilibration the current `n j (a j - b j)` is the same in every region, and
the bias `a 0 - b m` equals this current times `∑ 1 / n j`. -/
theorem series_law {m : ℕ} {n a b : ℕ → ℝ} (hn : ∀ j ≤ m, 0 < n j)
    (h : Equilibrated m n a b) :
    (∀ j ≤ m, current n a b j = current n a b 0) ∧
      a 0 - b m = current n a b 0 * ∑ j ∈ range (m + 1), 1 / n j := by
  refine ⟨((equilibrated_iff hn a b).mp h).2, ?_⟩
  have h1 := (potential_profile hn h le_rfl).2
  unfold seriesResistance at h1
  linear_combination (-1 : ℝ) * h1

/-- Under full equilibration with positive channel numbers, the current in any region `j ≤ m` is the bias `a 0 - b m` divided by the total resistance. -/
theorem current_eq_bias_div {m : ℕ} {n a b : ℕ → ℝ} (hn : ∀ j ≤ m, 0 < n j)
    (h : Equilibrated m n a b) {j : ℕ} (hj : j ≤ m) :
    current n a b j = (a 0 - b m) / seriesResistance n (m + 1) := by
  obtain ⟨h1, h2⟩ := series_law hn h
  rw [eq_div_iff (seriesResistance_pos hn).ne', h1 j hj]
  exact h2.symm

/-- For positive channel numbers and any real `VL`, `VR` the staircase, read at step `j` for `a j` and at
step `j + 1` for `b j`, is fully equilibrated with `a 0 = VL` and `b m = VR`. -/
theorem equilibrated_witness {m : ℕ} {n : ℕ → ℝ} (hn : ∀ j ≤ m, 0 < n j) (VL VR : ℝ) :
    Equilibrated m n (staircase m n VL VR) (fun j => staircase m n VL VR (j + 1)) ∧
      staircase m n VL VR 0 = VL ∧ staircase m n VL VR (m + 1) = VR := by
  have hR : ∀ k, seriesResistance n (k + 1) = seriesResistance n k + 1 / n k :=
    fun k => Finset.sum_range_succ _ _
  have hc : ∀ j ≤ m,
      current n (staircase m n VL VR) (fun j => staircase m n VL VR (j + 1)) j
        = (VL - VR) / seriesResistance n (m + 1) := by
    intro j hj
    have h1 : n j * (1 / n j) = 1 := mul_one_div_cancel (hn j hj).ne'
    simp only [current, staircase]
    generalize (VL - VR) / seriesResistance n (m + 1) = c
    rw [hR j]
    linear_combination c * h1
  refine ⟨(equilibrated_iff hn _ _).mpr ⟨fun _ _ => rfl, fun j hj => ?_⟩, ?_, ?_⟩
  · rw [hc j hj, hc 0 (Nat.zero_le m)]
  · simp [staircase, seriesResistance]
  · unfold staircase
    rw [div_mul_cancel₀ _ (seriesResistance_pos hn).ne']
    ring

/-- Every fully equilibrated configuration is the staircase fixed by its incoming boundary
potentials `a 0` and `b m`. -/
theorem eq_staircase {m : ℕ} {n a b : ℕ → ℝ} (hn : ∀ j ≤ m, 0 < n j)
    (h : Equilibrated m n a b) {j : ℕ} (hj : j ≤ m) :
    a j = staircase m n (a 0) (b m) j ∧ b j = staircase m n (a 0) (b m) (j + 1) := by
  unfold staircase
  rw [← current_eq_bias_div hn h (Nat.zero_le m)]
  exact potential_profile hn h hj

/-- For three fully equilibrated regions with positive channel numbers, the current in region `0` is the bias `a 0 - b 2` times
`n₀ n₁ n₂ / (n₀ n₁ + n₁ n₂ + n₀ n₂)`. -/
theorem three_regions {n a b : ℕ → ℝ} (hn : ∀ j ≤ 2, 0 < n j) (h : Equilibrated 2 n a b) :
    current n a b 0
      = n 0 * n 1 * n 2 / (n 0 * n 1 + n 1 * n 2 + n 0 * n 2) * (a 0 - b 2) := by
  have h0 := hn 0 (by norm_num)
  have h1 := hn 1 (by norm_num)
  have h2 := hn 2 (by norm_num)
  have hD : n 0 * n 1 + n 1 * n 2 + n 0 * n 2 ≠ 0 := by positivity
  have hV : a 0 - b 2 = current n a b 0 * ∑ j ∈ range 3, 1 / n j := (series_law hn h).2
  have hS : ∑ j ∈ range 3, 1 / n j = 1 / n 0 + 1 / n 1 + 1 / n 2 := by
    simp [Finset.sum_range_succ]
  have e0 : n 0 * (1 / n 0) = 1 := mul_one_div_cancel h0.ne'
  have e1 : n 1 * (1 / n 1) = 1 := mul_one_div_cancel h1.ne'
  have e2 : n 2 * (1 / n 2) = 1 := mul_one_div_cancel h2.ne'
  rw [hV, hS, div_mul_eq_mul_div, eq_div_iff hD]
  generalize current n a b 0 = I
  generalize 1 / n 0 = u at e0 ⊢
  generalize 1 / n 1 = v at e1 ⊢
  generalize 1 / n 2 = w at e2 ⊢
  linear_combination (-(I * n 1 * n 2)) * e0 - I * n 0 * n 2 * e1 - I * n 0 * n 1 * e2

end

end QuantumHallPNChain
```

```lean
#print axioms QuantumHallPNChain.series_law
#print axioms QuantumHallPNChain.eq_staircase
#print axioms QuantumHallPNChain.three_regions
```

```
'QuantumHallPNChain.series_law' depends on axioms: [propext, Classical.choice, Quot.sound]
'QuantumHallPNChain.eq_staircase' depends on axioms: [propext, Classical.choice, Quot.sound]
'QuantumHallPNChain.three_regions' depends on axioms: [propext, Classical.choice, Quot.sound]
```

## Notes on the proof

`mixed_iff` is the one-junction step. The rewrite with `eq_div_iff hne` multiplies out the denominator $n + n'$, and each direction is then the hypothesis times $-1$, which `linear_combination` checks as a polynomial identity.

`equilibrated_iff` follows the two directions of the uniform-current argument. Going forward, the induction is on `j` with the bound $j \le m$ kept inside the statement. In the step, `h3` is $n_j(a_j - b_j) = n_{j+1}(b_j - b_{j+1})$ from `mixed_iff`, and rewriting with `h1`, the relation $a_{j+1} = b_j$, yields `h4`, that is $I_{j+1} = I_j$. Going back, `h4` equates $I_j$ and $I_{j+1}$ through $I_0$, the same relation replaces $a_{j+1}$ by $b_j$, and `mixed_iff` is used from right to left.

`seriesResistance_pos` applies `Finset.sum_pos`: every term $1/n_i$ with $i \le m$ is positive, and the index $0$ shows that the range is not empty.

`potential_profile` first extracts the two halves of statement 1 as `hlink` and `hcur`, and renames $I_0$ as `I`. The recursion $R_{k+1} = R_k + 1/n_k$ is `hR`. The drop $b_k = a_k - I/n_k$ is `hd`; the division by $n_k$ is done by multiplying $n_k(a_k - b_k) = I$ by $-1/n_k$ and adding $(a_k - b_k)$ times the identity $n_k \cdot (1/n_k) = 1$. In `ha` the induction step adds three equations, `hlink k`, `hd k` and `ih`, which are the first three equalities of the displayed chain for $a_{k+1}$, while `hR k` supplies the fourth. The formula for $b_j$ is the sum of `hd j` and `ha j`.

`series_law` takes the uniform current from `equilibrated_iff` and the bias from the second half of `potential_profile` at $j = m$. `current_eq_bias_div` clears the denominator $R_{m+1}$, using its positivity, and replaces $I_j$ by $I_0$.

In `equilibrated_witness`, `hc` is the computation $n_j(s_j - s_{j+1}) = c$, with the quotient $(V_L - V_R)/R_{m+1}$ renamed `c` so that the identity is polynomial. The relation $a_{j+1} = b_j$ holds by `rfl`, since both sides are $s_{j+1}$. The two boundary values use $R_0 = 0$ and $c R_{m+1} = V_L - V_R$. `eq_staircase` rewrites the quotient $(a_0 - b_m)/R_{m+1}$ in the staircase as $I_0$, after which the goal is exactly `potential_profile`.

`three_regions` substitutes the series law for the bias and expands the sum over `range 3`. After multiplication by the denominator the goal is $I(n_0 n_1 + n_1 n_2 + n_0 n_2) = n_0 n_1 n_2\, I\,(u + v + w)$, where $u, v, w$ stand for $1/n_0, 1/n_1, 1/n_2$. The final combination of $n_0 u = 1$, $n_1 v = 1$ and $n_2 w = 1$, with coefficients $-I n_1 n_2$, $-I n_0 n_2$ and $-I n_0 n_1$, performs the three cancellations.
